# Elastic Coulomb scattering in first Born approximation leaves an unpolarized beam of massive Dirac particles unpolarized

A Dirac particle of mass m > 0 scatters elastically off a fixed Coulomb field, from momentum p to momentum q with |p| = |q|. In first Born approximation its spin amplitude is

M = (E+m) + (σ·q)(σ·p)/(E+m), E = √(p²+m²), ħ = c = 1.

Then M M† = N·1 with a real number N > 0, and tr(M M† σ_k) = 0 for every k, so an unpolarized beam stays unpolarized.

The form of M is taken as given. It is the overlap u†(q)u(p) of free Dirac spinors normalized to u†u = 2E, acting on the two-component rest-frame spin. For q ≠ p the scalar factor from the potential is finite and nonzero, and it cancels when the state is normalized.

## The amplitude as a two-by-two matrix

```lean
import Mathlib

open Matrix

namespace CoulombBornPolarization

noncomputable section

/-- The three Pauli matrices. -/
def sigma : Fin 3 → Matrix (Fin 2) (Fin 2) ℂ :=
  ![!![0, 1; 1, 0], !![0, -Complex.I; Complex.I, 0], !![1, 0; 0, -1]]
```

These are σ_x, σ_y, σ_z, numbered 0, 1, 2. `Fin 3` is the set of these indices.

```lean
/-- The spin operator `σ·v` for a real vector `v`. -/
def spinDot (v : Fin 3 → ℝ) : Matrix (Fin 2) (Fin 2) ℂ := ∑ k, v k • sigma k
```

A momentum is a function `Fin 3 → ℝ`, that is, three real components. `spinDot v` is σ·v = Σ_k v_k σ_k, and `•` multiplies a matrix by a number.

```lean
/-- The relativistic energy `E = √(p² + m²)`. -/
def energy (m : ℝ) (p : Fin 3 → ℝ) : ℝ := √(p ⬝ᵥ p + m ^ 2)
```

`⬝ᵥ` is the dot product, so this is E = √(p²+m²).

```lean
/-- The spin amplitude `a + b (σ·q)(σ·p)` for scattering from `p` to `q`, with real `a`, `b`. -/
def amplitude (a b : ℝ) (p q : Fin 3 → ℝ) : Matrix (Fin 2) (Fin 2) ℂ :=
  a • 1 + b • (spinDot q * spinDot p)
```

This is a + b(σ·q)(σ·p) with real a and b. The incoming momentum comes first in the argument list.

```lean
/-- The number `a² + 2ab q·p + b² q² p²`. -/
def spinRate (a b : ℝ) (p q : Fin 3 → ℝ) : ℝ :=
  a ^ 2 + 2 * a * b * (q ⬝ᵥ p) + b ^ 2 * ((q ⬝ᵥ q) * (p ⬝ᵥ p))
```

This is the number that M M† will turn out to contain. Despite its name, `spinRate` is not a transition rate: flux and potential factors are absent.

```lean
/-- The first-Born Coulomb spin amplitude `(E+m) + (σ·q)(σ·p)/(E+m)`, for `E + m ≠ 0`. -/
def coulombAmplitude (m : ℝ) (p q : Fin 3 → ℝ) : Matrix (Fin 2) (Fin 2) ℂ :=
  amplitude (energy m p + m) (energy m p + m)⁻¹ p q
```

The Coulomb case sets a = E+m and b = 1/(E+m).

```lean
/-- The number `(E+m)² + 2 q·p + q² p²/(E+m)²`, for `E + m ≠ 0`. -/
def coulombRate (m : ℝ) (p q : Fin 3 → ℝ) : ℝ :=
  spinRate (energy m p + m) (energy m p + m)⁻¹ p q
```

With the same a and b, this is N = (E+m)² + 2 q·p + q²p²/(E+m)².

```lean
/-- The normalized spin state `M ρ M† / tr(M ρ M†)` after scattering, for `tr(M ρ M†) ≠ 0`. -/
def scattered (M ρ : Matrix (Fin 2) (Fin 2) ℂ) : Matrix (Fin 2) (Fin 2) ℂ :=
  (M * ρ * Mᴴ).trace⁻¹ • (M * ρ * Mᴴ)
```

A spin state ρ becomes MρM†/tr(MρM†). The symbol `ᴴ` is the dagger.

## Multiplying out M M†

```lean
/-- The operator `σ·v` written out as a two-by-two matrix. -/
theorem spinDot_eq (v : Fin 3 → ℝ) :
    spinDot v = !![(v 2 : ℂ), v 0 - v 1 * Complex.I; v 0 + v 1 * Complex.I, -(v 2 : ℂ)] := by
  ext i j
  fin_cases i <;> fin_cases j <;> apply Complex.ext <;>
    simp [spinDot, sigma, Fin.sum_univ_three]
```

Written out, σ·v has diagonal entries ±v_z and off-diagonal entries v_x ∓ i v_y. Lean compares the real and imaginary parts of all four entries.

```lean
/-- The square of `σ·v` is `v²` times the identity. -/
theorem spinDot_sq (v : Fin 3 → ℝ) : spinDot v * spinDot v = (v ⬝ᵥ v) • 1 := by
  simp only [spinDot_eq]
  ext i j
  fin_cases i <;> fin_cases j <;> apply Complex.ext <;>
    simp [Matrix.mul_apply, Fin.sum_univ_two, Fin.sum_univ_three, dotProduct] <;> ring
```

(σ·v)² = v², again checked entry by entry.

```lean
/-- The anticommutator of `σ·q` and `σ·p` is `2 q·p` times the identity. -/
theorem spinDot_anticomm (p q : Fin 3 → ℝ) :
    spinDot q * spinDot p + spinDot p * spinDot q = (2 * (q ⬝ᵥ p)) • 1 := by
  simp only [spinDot_eq]
  ext i j
  fin_cases i <;> fin_cases j <;> apply Complex.ext <;>
    simp [Fin.sum_univ_three, dotProduct] <;> ring
```

From σ_jσ_k + σ_kσ_j = 2δ_jk, summed with q_j p_k, one gets

(σ·q)(σ·p) + (σ·p)(σ·q) = 2 q·p.

Lean reaches the same identity through the explicit matrices.

```lean
/-- The adjoint of the spin amplitude is the amplitude with the two momenta exchanged. -/
theorem amplitude_conjTranspose (a b : ℝ) (p q : Fin 3 → ℝ) :
    (amplitude a b p q)ᴴ = amplitude a b q p := by
  have h (v : Fin 3 → ℝ) : (spinDot v)ᴴ = spinDot v := by
    simp only [spinDot_eq]
    ext i j
    fin_cases i <;> fin_cases j <;> apply Complex.ext <;> simp
  simp [amplitude, Matrix.conjTranspose_add, Matrix.conjTranspose_smul,
    Matrix.conjTranspose_mul, h]
```

Each σ·v is Hermitian and the dagger reverses products, so M† is M with p and q exchanged.

```lean
/-- The amplitude from `p` to `q` times the amplitude from `q` to `p` is the real number
`a² + 2ab q·p + b² q² p²` times the identity. -/
theorem amplitude_mul_swap (a b : ℝ) (p q : Fin 3 → ℝ) :
    amplitude a b p q * amplitude a b q p = spinRate a b p q • 1 := by
  -- the quartic term collapses from the inside
  have h1 : spinDot q * spinDot p * (spinDot p * spinDot q)
      = ((q ⬝ᵥ q) * (p ⬝ᵥ p)) • 1 := by
    calc _ = spinDot q * (spinDot p * spinDot p) * spinDot q := by simp only [mul_assoc]
      _ = _ := by
        rw [spinDot_sq p, mul_smul_comm, mul_one, smul_mul_assoc, spinDot_sq q, smul_smul,
          mul_comm (p ⬝ᵥ p)]
  calc _ = (a ^ 2) • 1 + (a * b) • (spinDot q * spinDot p + spinDot p * spinDot q)
        + (b ^ 2) • (spinDot q * spinDot p * (spinDot p * spinDot q)) := by
        simp only [amplitude, add_mul, mul_add, smul_mul_assoc, mul_smul_comm, one_mul, mul_one]
        module
    _ = _ := by
        rw [spinDot_anticomm, h1, spinRate]
        module
```

Write Q = σ·q and P = σ·p. Then

(a + bQP)(a + bPQ) = a² + ab(QP + PQ) + b² QPPQ.

The middle bracket is 2 q·p. In the last term PP = p² comes out first, then QQ = q²; this is `h1`. The result is a² + 2ab q·p + b²q²p², for any two momenta.

## Positivity and zero polarization

```lean
/-- For positive mass and momenta of equal length,
`(E+m)² + 2 q·p + q² p²/(E+m)²` is strictly positive. -/
theorem coulombRate_pos {m : ℝ} {p q : Fin 3 → ℝ} (hm : 0 < m) (h : p ⬝ᵥ p = q ⬝ᵥ q) :
    0 < coulombRate m p q := by
  have hk : 0 ≤ p ⬝ᵥ p := by
    simp only [dotProduct, Fin.sum_univ_three]
    nlinarith [mul_self_nonneg (p 0), mul_self_nonneg (p 1), mul_self_nonneg (p 2)]
  have hE : energy m p ^ 2 = p ⬝ᵥ p + m ^ 2 := Real.sq_sqrt (add_nonneg hk (sq_nonneg m))
  have hE0 : 0 ≤ energy m p := Real.sqrt_nonneg _
  have hcs : 0 ≤ q ⬝ᵥ p + p ⬝ᵥ p := by
    simp only [dotProduct, Fin.sum_univ_three] at h ⊢
    nlinarith [sq_nonneg (q 0 + p 0), sq_nonneg (q 1 + p 1), sq_nonneg (q 2 + p 2)]
  have hc : 0 < energy m p + m := by linarith
  have hck : p ⬝ᵥ p < (energy m p + m) ^ 2 := by
    nlinarith [mul_nonneg hE0 hm.le, pow_pos hm 2]
  have hd := inv_pos.2 hc
  have h1 := mul_inv_cancel₀ hc.ne'
  unfold coulombRate
  generalize (energy m p + m)⁻¹ = d at *
  generalize energy m p + m = c at *
  -- a positive square plus a term controlled by the Cauchy-Schwarz inequality
  have key : spinRate c d p q
      = (d * (c ^ 2 - p ⬝ᵥ p)) ^ 2 + 2 * (q ⬝ᵥ p + p ⬝ᵥ p) := by
    unfold spinRate
    rw [← h]
    linear_combination (-c ^ 2 * (c * d + 1) + 2 * (q ⬝ᵥ p)
      + 2 * (p ⬝ᵥ p) * (c * d + 1)) * h1
  have h2 := pow_pos (mul_pos hd (sub_pos.2 hck)) 2
  rw [key]
  linarith
```

Let c = E+m. With q² = p²,

N = c² + 2 q·p + p⁴/c² = (c − p²/c)² + 2(q·p + p²).

This is `key`, where d stands for 1/c. The last term equals |p+q|², which is not negative (`hcs`). The square is positive because c² − p² = 2m(E+m) > 0 (`hck`). By hand this simplifies to N = 4m² + |p+q|².

```lean
/-- For positive mass and momenta of equal length, the Coulomb amplitude `M` has `M M†` equal to
a positive real multiple of the identity, and `tr(M M† σ_k) = 0` for every `k`. -/
theorem coulomb_no_polarization {m : ℝ} {p q : Fin 3 → ℝ} (hm : 0 < m)
    (h : p ⬝ᵥ p = q ⬝ᵥ q) :
    0 < coulombRate m p q ∧
    coulombAmplitude m p q * (coulombAmplitude m p q)ᴴ = coulombRate m p q • 1 ∧
    ∀ k, (coulombAmplitude m p q * (coulombAmplitude m p q)ᴴ * sigma k).trace = 0 := by
  have h2 : coulombAmplitude m p q * (coulombAmplitude m p q)ᴴ = coulombRate m p q • 1 := by
    unfold coulombAmplitude coulombRate
    rw [amplitude_conjTranspose, amplitude_mul_swap]
  refine ⟨coulombRate_pos hm h, h2, fun k => ?_⟩
  have ht : (sigma k).trace = 0 := by
    fin_cases k <;> simp [sigma, Matrix.trace_fin_two]
  rw [h2, smul_mul_assoc, one_mul, Matrix.trace_smul, ht, smul_zero]
```

The three parts joined by `∧` are N > 0, M M† = N·1 and the vanishing traces. The second combines the adjoint with the product above; the third follows from

tr(M M† σ_k) = N tr σ_k = 0.

The hypothesis `h` says p² = q², which is elastic scattering.

```lean
/-- For positive mass and momenta of equal length, Coulomb scattering in first Born approximation
takes the unpolarized spin state `1/2` to itself. -/
theorem scattered_unpolarized {m : ℝ} {p q : Fin 3 → ℝ} (hm : 0 < m)
    (h : p ⬝ᵥ p = q ⬝ᵥ q) :
    scattered (coulombAmplitude m p q) ((1 / 2 : ℂ) • 1) = (1 / 2 : ℂ) • 1 := by
  obtain ⟨hpos, h2, -⟩ := coulomb_no_polarization hm h
  have hN : (coulombRate m p q : ℂ) ≠ 0 := by exact_mod_cast hpos.ne'
  have hr : coulombRate m p q • (1 : Matrix (Fin 2) (Fin 2) ℂ)
      = (coulombRate m p q : ℂ) • 1 := by
    ext i j
    simp only [Matrix.smul_apply, Complex.real_smul, smul_eq_mul]
  -- the state before normalization is a multiple of the identity
  have e : coulombAmplitude m p q * ((1 / 2 : ℂ) • 1) * (coulombAmplitude m p q)ᴴ
      = (1 / 2 * (coulombRate m p q : ℂ)) • 1 := by
    rw [mul_smul_comm, mul_one, smul_mul_assoc, h2, hr, smul_smul]
  unfold scattered
  rw [e, Matrix.trace_smul, Matrix.trace_one, smul_smul, Fintype.card_fin, smul_eq_mul,
    show 1 / 2 * (coulombRate m p q : ℂ) * ((2 : ℕ) : ℂ) = coulombRate m p q by
      push_cast; ring,
    mul_left_comm, inv_mul_cancel₀ hN, mul_one]
```

The unpolarized state is ρ = 1/2, half the identity. Then MρM† = (N/2)·1 has trace N, and dividing by N returns 1/2. In a spin-resolved simulation, a single elastic Coulomb scattering treated in first Born approximation therefore cannot polarize an unpolarized beam.

```lean
/-- For positive mass and momenta of equal length, Coulomb scattering in first Born approximation
preserves the purity `tr ρ²` of every spin state `ρ` of unit trace. -/
theorem scattered_purity {m : ℝ} {p q : Fin 3 → ℝ} (hm : 0 < m) (h : p ⬝ᵥ p = q ⬝ᵥ q)
    (ρ : Matrix (Fin 2) (Fin 2) ℂ) (hρ : ρ.trace = 1) :
    (scattered (coulombAmplitude m p q) ρ * scattered (coulombAmplitude m p q) ρ).trace
      = (ρ * ρ).trace := by
  have hN : (coulombRate m p q : ℂ) ≠ 0 := by exact_mod_cast (coulombRate_pos hm h).ne'
  -- `M† M` is the same multiple of the identity as `M M†`
  have hL : (coulombAmplitude m p q)ᴴ * coulombAmplitude m p q
      = (coulombRate m p q : ℂ) • 1 := by
    unfold coulombAmplitude coulombRate
    rw [amplitude_conjTranspose, amplitude_mul_swap]
    have hs (a b : ℝ) : spinRate a b q p = spinRate a b p q := by
      unfold spinRate
      rw [dotProduct_comm p q]
      ring
    rw [hs]
    ext i j
    simp only [Matrix.smul_apply, Complex.real_smul, smul_eq_mul]
  generalize coulombAmplitude m p q = M at *
  generalize (coulombRate m p q : ℂ) = N at *
  have htr (A : Matrix (Fin 2) (Fin 2) ℂ) : (M * A * Mᴴ).trace = N * A.trace := by
    rw [Matrix.trace_mul_cycle, hL, smul_mul_assoc, one_mul, Matrix.trace_smul, smul_eq_mul]
  have hXX : M * ρ * Mᴴ * (M * ρ * Mᴴ) = N • (M * (ρ * ρ) * Mᴴ) := by
    calc _ = M * ρ * (Mᴴ * M) * ρ * Mᴴ := by simp only [mul_assoc]
      _ = _ := by
        rw [hL]
        simp only [mul_smul_comm, smul_mul_assoc, mul_one, mul_assoc]
  unfold scattered
  rw [htr ρ, hρ, mul_one, smul_mul_assoc, mul_smul_comm, hXX]
  simp only [Matrix.trace_smul, smul_eq_mul, htr]
  rw [inv_mul_cancel_left₀ hN, inv_mul_cancel_left₀ hN]
```

N is symmetric in p and q, so M†M = N·1 as well. Hence tr(MAM†) = N tr A for every matrix A (`htr`), and

(MρM†)² = MρM†MρM† = N Mρ²M†,

which is `hXX`. Its trace is N² tr ρ². For tr ρ = 1 the normalization divides by N², leaving tr ρ². Only unit trace is assumed, so all density matrices are included.

## Massless backward scattering

```lean
/-- For zero mass and nonzero momentum the energy is positive and the Coulomb amplitude for
exact backward scattering vanishes. -/
theorem massless_backward {p : Fin 3 → ℝ} (hp : p ≠ 0) :
    0 < energy 0 p ∧ coulombAmplitude 0 p (-p) = 0 := by
  have hk0 : 0 ≤ p ⬝ᵥ p := by
    simp only [dotProduct, Fin.sum_univ_three]
    nlinarith [mul_self_nonneg (p 0), mul_self_nonneg (p 1), mul_self_nonneg (p 2)]
  have hk : 0 < p ⬝ᵥ p :=
    lt_of_le_of_ne hk0 fun h0 => hp (dotProduct_self_eq_zero.1 h0.symm)
  have hE : 0 < energy 0 p := Real.sqrt_pos.2 (by linarith)
  have hsq : energy 0 p ^ 2 = p ⬝ᵥ p := by
    have h1 : energy 0 p ^ 2 = p ⬝ᵥ p + 0 ^ 2 := Real.sq_sqrt (by linarith)
    linarith
  have hneg : spinDot (-p) = -spinDot p := by
    simp [spinDot, Finset.sum_neg_distrib]
  refine ⟨hE, ?_⟩
  unfold coulombAmplitude amplitude
  -- the two terms of the amplitude are `E` and `-E`
  rw [add_zero, hneg, neg_mul, spinDot_sq, ← hsq, smul_neg, smul_smul, sq,
    inv_mul_cancel_left₀ hE.ne', add_neg_cancel]

end

end CoulombBornPolarization
```

Take m = 0, p ≠ 0 and q = −p. Then E = |p| > 0, but

M = E − p²/E = 0.

So m > 0 cannot be weakened to m ≥ 0 in the positivity statement: here N = 0, and there is no scattered state to normalize. The identity M M† = N·1 and the zero traces survive, trivially.

```lean
#print axioms CoulombBornPolarization.scattered_unpolarized
#print axioms CoulombBornPolarization.scattered_purity
#print axioms CoulombBornPolarization.massless_backward
```

```
'CoulombBornPolarization.scattered_unpolarized' depends on axioms: [propext, Classical.choice, Quot.sound]
'CoulombBornPolarization.scattered_purity' depends on axioms: [propext, Classical.choice, Quot.sound]
'CoulombBornPolarization.massless_backward' depends on axioms: [propext, Classical.choice, Quot.sound]
```
